# Splitting the free Dirac propagator into positive- and negative-energy parts

A free electron with momentum $p$ has two possible energies in Dirac's theory, $E$ and $-E$, with $E=\sqrt{p^2+m^2}$ in units where $\hbar=c=1$. In covariant notation its propagator at a complex energy $z$ is $(\not p-m)^{-1}$, which some conventions multiply by $i$. This compact form does not show how much each energy branch contributes. With $H=\alpha\cdot p+\beta m$ and $\not p=z\beta-\sum_k p_k\beta\alpha_k$, the two contributions can be separated:

$$(\not p-m)^{-1}=\left(\frac{P}{z-E}+\frac{Q}{z+E}\right)\beta,\qquad P=\tfrac12\left(1+\tfrac HE\right),\quad Q=\tfrac12\left(1-\tfrac HE\right).$$

This holds when the matrices obey the Dirac algebra, $E>0$, and $z\neq\pm E$. Relativistic electronic-structure methods also use projectors to separate electron states from negative-energy states; here the separation is for a non-interacting particle at one fixed momentum.

```lean
import Mathlib

open Filter Topology

namespace DiracPropagator

noncomputable section

variable {ι n : Type*} [Fintype ι] [DecidableEq ι] [Fintype n] [DecidableEq n]
```

## Matrices that obey the Dirac algebra

The first hypothesis is the set of relations that makes $H$ a square root of $p^2+m^2$.

```lean
/-- The Dirac algebra: the `α k` and `β` anticommute pairwise and each squares to one. -/
structure DiracRelations (α : ι → Matrix n n ℂ) (β : Matrix n n ℂ) : Prop where
  alpha_alpha : ∀ i j, α i * α j + α j * α i = if i = j then (2 : ℂ) • 1 else 0
  alpha_beta : ∀ i, α i * β + β * α i = 0
  beta_sq : β * β = 1
```

The index type `ι` labels spatial directions and `n` labels spinor components. Both are finite and otherwise arbitrary. Hermiticity is not assumed; $P$ and $Q$ are shown to be idempotent, and nothing is claimed about whether they are Hermitian.

Momentum and mass are real, while $z$ is complex. With $\gamma^0=\beta$ and $\gamma^k=\beta\alpha_k$, the definition of `pslash` corresponds to the metric signature $(+,-,-,-)$, with $z$ in place of $p_0$.

```lean
/-- The kinetic term `α·p`. -/
def kinetic (α : ι → Matrix n n ℂ) (p : ι → ℝ) : Matrix n n ℂ :=
  ∑ k, (p k : ℂ) • α k

/-- The Dirac Hamiltonian `H = α·p + β m` at momentum `p`. -/
def hamiltonian (α : ι → Matrix n n ℂ) (β : Matrix n n ℂ) (p : ι → ℝ) (m : ℝ) :
    Matrix n n ℂ :=
  kinetic α p + (m : ℂ) • β

/-- The relativistic energy `E = √(p² + m²)`. -/
def energy (p : ι → ℝ) (m : ℝ) : ℝ := √(∑ k, p k ^ 2 + m ^ 2)

/-- The slashed momentum `z β - ∑ₖ pₖ β αₖ` with complex energy `z`. -/
def pslash (α : ι → Matrix n n ℂ) (β : Matrix n n ℂ) (p : ι → ℝ) (z : ℂ) :
    Matrix n n ℂ :=
  z • β - ∑ k, (p k : ℂ) • (β * α k)
```

By hand, the algebra enters when the square of the kinetic term is symmetrised:

$$(\alpha\cdot p)^2=\tfrac12\sum_{i,j}p_ip_j(\alpha_i\alpha_j+\alpha_j\alpha_i)=\sum_i p_i^2 .$$

Since $\beta$ anticommutes with every $\alpha_k$, the cross terms in $H^2$ cancel:

$$H^2=(\alpha\cdot p)^2+m(\alpha\cdot p\,\beta+\beta\,\alpha\cdot p)+m^2\beta^2=p^2+m^2=E^2 .$$

Without anticommutation this fails. For the $1\times1$ choice $\alpha=\beta=1$ in one dimension, $H=p+m$, and $\not p-m=z-p-m$ vanishes at $z=p+m$, which is not $\pm E$ when $pm\neq0$.

## An energy different from zero

The second hypothesis, `0 < energy p m`, lets $S=H/E$ represent the sign of the energy. The projectors are built from it.

```lean
/-- The sign of the energy, `H / E`, for `E ≠ 0`. -/
def energySign (α : ι → Matrix n n ℂ) (β : Matrix n n ℂ) (p : ι → ℝ) (m : ℝ) :
    Matrix n n ℂ :=
  (1 / (energy p m : ℂ)) • hamiltonian α β p m

/-- The positive-energy projector `P = (1 + H/E)/2`, for `E ≠ 0`. -/
def posProj (α : ι → Matrix n n ℂ) (β : Matrix n n ℂ) (p : ι → ℝ) (m : ℝ) :
    Matrix n n ℂ :=
  (1 / 2 : ℂ) • (1 + energySign α β p m)

/-- The negative-energy projector `Q = (1 - H/E)/2`, for `E ≠ 0`. -/
def negProj (α : ι → Matrix n n ℂ) (β : Matrix n n ℂ) (p : ι → ℝ) (m : ℝ) :
    Matrix n n ℂ :=
  (1 / 2 : ℂ) • (1 - energySign α β p m)
```

A positive mass is sufficient, as `energy_pos` shows. The later theorems assume only $E>0$, so they also cover a massless particle with nonzero momentum.

```lean
variable {α : ι → Matrix n n ℂ} {β : Matrix n n ℂ} {p : ι → ℝ} {m : ℝ}

omit [DecidableEq ι] in
/-- For positive mass, `E = √(p² + m²)` is positive at every momentum. -/
theorem energy_pos (p : ι → ℝ) (hm : 0 < m) : 0 < energy p m :=
  Real.sqrt_pos.2 (by positivity)
```

By hand, dividing $H^2=E^2$ by $E^2$ gives $S^2=1$. Therefore

$$P^2=\tfrac14(1+2S+S^2)=P,\qquad Q^2=\tfrac14(1-2S+S^2)=Q,$$
$$PQ=\tfrac14(1-S^2)=0,\qquad P+Q=1,$$
$$HP=\tfrac E2(S+S^2)=EP,\qquad HQ=\tfrac E2(S-S^2)=-EQ .$$

The proof first establishes the two consequences of the algebra. `kinetic_mul_beta` moves $\beta$ through the kinetic term term by term. `kinetic_sq` writes the double sum twice, with the indices exchanged in the second copy, adds the copies so that only anticommutators remain, and halves the result.

```lean
/-- The kinetic term anticommutes with `β`. -/
theorem kinetic_mul_beta (h : DiracRelations α β) :
    kinetic α p * β = -(β * kinetic α p) := by
  simp only [kinetic, Finset.sum_mul, Finset.mul_sum, smul_mul_assoc, mul_smul_comm,
    ← Finset.sum_neg_distrib]
  refine Finset.sum_congr rfl fun i _ => ?_
  rw [eq_neg_of_add_eq_zero_left (h.alpha_beta i), smul_neg]

/-- The square of the kinetic term is `p²`. -/
theorem kinetic_sq (h : DiracRelations α β) :
    kinetic α p * kinetic α p = (∑ k, (p k : ℂ) ^ 2) • 1 := by
  have h1 : kinetic α p * kinetic α p
      = ∑ i, ∑ j, ((p i : ℂ) * (p j : ℂ)) • (α i * α j) := by
    simp only [kinetic, Finset.sum_mul_sum, smul_mul_smul_comm]
  have h2 : kinetic α p * kinetic α p
      = ∑ i, ∑ j, ((p i : ℂ) * (p j : ℂ)) • (α j * α i) := by
    refine h1.trans (Finset.sum_comm.trans ?_)
    refine Finset.sum_congr rfl fun i _ => Finset.sum_congr rfl fun j _ => ?_
    rw [mul_comm (p j : ℂ) (p i : ℂ)]
  -- symmetrising the double sum leaves only anticommutators
  have h3 : kinetic α p * kinetic α p + kinetic α p * kinetic α p
      = (2 : ℂ) • ((∑ k, (p k : ℂ) ^ 2) • (1 : Matrix n n ℂ)) := by
    calc _ = ∑ i, ∑ j, ((p i : ℂ) * (p j : ℂ)) • (α i * α j)
          + ∑ i, ∑ j, ((p i : ℂ) * (p j : ℂ)) • (α j * α i) := congrArg₂ (· + ·) h1 h2
      _ = ∑ i, ∑ j, ((p i : ℂ) * (p j : ℂ)) • (α i * α j + α j * α i) := by
          simp only [smul_add, Finset.sum_add_distrib]
      _ = ∑ i, ((p i : ℂ) ^ 2 * 2) • (1 : Matrix n n ℂ) := by
          refine Finset.sum_congr rfl fun i _ => ?_
          simp only [h.alpha_alpha, smul_ite, smul_zero, Finset.sum_ite_eq,
            Finset.mem_univ, if_true, smul_smul, pow_two]
      _ = _ := by
          rw [smul_smul, Finset.mul_sum, Finset.sum_smul]
          exact Finset.sum_congr rfl fun i _ => by rw [mul_comm]
  linear_combination (norm := module) (1 / 2 : ℂ) • h3
```

In `energySign_sq`, the step `hH` is $H^2=E^2$. The positivity of $E$ then permits the division, and also gives $H=ES$.

```lean
/-- The sign of the energy squares to one, and `H` is `E` times this sign. -/
theorem energySign_sq (h : DiracRelations α β) (hE : 0 < energy p m) :
    energySign α β p m * energySign α β p m = 1 ∧
      hamiltonian α β p m = (energy p m : ℂ) • energySign α β p m := by
  have hne : (energy p m : ℂ) ≠ 0 := by exact_mod_cast hE.ne'
  have hr : energy p m ^ 2 = ∑ k, p k ^ 2 + m ^ 2 := Real.sq_sqrt (by positivity)
  have hc : (energy p m : ℂ) ^ 2 = ∑ k, (p k : ℂ) ^ 2 + (m : ℂ) ^ 2 := by
    exact_mod_cast hr
  -- the mass-shell relation H² = E²
  have hH : hamiltonian α β p m * hamiltonian α β p m = (energy p m : ℂ) ^ 2 • 1 := by
    simp only [hamiltonian, add_mul, mul_add, smul_mul_assoc, mul_smul_comm]
    rw [kinetic_sq h, kinetic_mul_beta h, h.beta_sq, hc]
    module
  constructor
  · have hs : 1 / (energy p m : ℂ) * (1 / (energy p m : ℂ)) * (energy p m : ℂ) ^ 2 = 1 := by
      field_simp
    rw [energySign, smul_mul_smul_comm, hH, smul_smul, hs, one_smul]
  · rw [energySign, smul_smul, mul_one_div_cancel hne, one_smul]
```

All six projector identities follow by expanding the products and substituting $S^2=1$; `module` collects the scalar coefficients.

```lean
/-- `P` and `Q` are complementary idempotents with `PQ = 0`, on which `H` acts as `E`
and `-E`. -/
theorem energy_projectors (h : DiracRelations α β) (hE : 0 < energy p m) :
    posProj α β p m * posProj α β p m = posProj α β p m ∧
    negProj α β p m * negProj α β p m = negProj α β p m ∧
    posProj α β p m * negProj α β p m = 0 ∧
    posProj α β p m + negProj α β p m = 1 ∧
    hamiltonian α β p m * posProj α β p m = (energy p m : ℂ) • posProj α β p m ∧
    hamiltonian α β p m * negProj α β p m = (-(energy p m : ℂ)) • negProj α β p m := by
  obtain ⟨hS, hH⟩ := energySign_sq h hE
  refine ⟨?_, ?_, ?_, ?_, ?_, ?_⟩ <;>
    simp only [hH, posProj, negProj, add_mul, mul_add, sub_mul, mul_sub, smul_mul_assoc,
      mul_smul_comm, one_mul, mul_one, hS] <;> module
```

If $E=0$, then $p=0$ and $m=0$, so $H=0$ and there is no energy sign to separate. Lean's convention $1/0=0$ would give $P=Q=\tfrac12$, which are not idempotent for matrices of nonzero size, although the inverse formula itself would still hold for $z\neq0$.

## A complex energy away from both branches

The conditions $z\neq E$ and $z\neq-E$ keep the probing energy off the particle's own energies. By hand, they are needed when $z-H$ is inverted. Using $\beta^2=1$,

$$\beta(z-H)=z\beta-\beta\,\alpha\cdot p-m=\not p-m .$$

On the two branches $z-H$ acts as $z-E$ and $z+E$, so

$$(z-H)\left(\frac P{z-E}+\frac Q{z+E}\right)=P+Q=1 .$$

Call the second factor $R$. Then $(\not p-m)R\beta=\beta(z-H)R\beta=\beta^2=1$. For finite square matrices a right inverse is also a left inverse, so $R\beta$ is the inverse.

The theorem states three things: that $P$ and $Q$ are idempotents with $PQ=0$ and $P+Q=1$, that $\not p-m$ is invertible (as `IsUnit`), and the formula for the matrix inverse. In its proof, `hfac` is the factorisation, `hres` inverts $z-H$, and `hr` restores the factors of $\beta$. The hypotheses `h₁` and `h₂` become the nonzero denominators `d₁` and `d₂`.

```lean
/-- **Energy decomposition of the Dirac propagator.** For `E > 0` and `z ≠ ±E`, `p̸ - m` is
invertible with inverse `(P/(z-E) + Q/(z+E)) β`, where `P` and `Q` are idempotents with
`PQ = 0` and `P + Q = 1`. -/
theorem propagator_eq (h : DiracRelations α β) (hE : 0 < energy p m) {z : ℂ}
    (h₁ : z ≠ energy p m) (h₂ : z ≠ -energy p m) :
    (posProj α β p m * posProj α β p m = posProj α β p m ∧
      negProj α β p m * negProj α β p m = negProj α β p m ∧
      posProj α β p m * negProj α β p m = 0 ∧
      posProj α β p m + negProj α β p m = 1) ∧
    IsUnit (pslash α β p z - (m : ℂ) • 1) ∧
    (pslash α β p z - (m : ℂ) • 1)⁻¹ =
      ((1 / (z - energy p m)) • posProj α β p m
        + (1 / (z + energy p m)) • negProj α β p m) * β := by
  obtain ⟨hP, hQ, hPQ, hsum, hHP, hHQ⟩ := energy_projectors h hE
  have d₁ : z - energy p m ≠ 0 := sub_ne_zero.2 h₁
  have d₂ : z + energy p m ≠ 0 := fun e => h₂ (eq_neg_of_add_eq_zero_left e)
  -- p̸ - m = β (z - H)
  have hfac : pslash α β p z - (m : ℂ) • 1 = β * (z • 1 - hamiltonian α β p m) := by
    have hk : β * kinetic α p = ∑ k, (p k : ℂ) • (β * α k) := by
      simp only [kinetic, Finset.mul_sum, mul_smul_comm]
    rw [pslash, hamiltonian, ← hk]
    simp only [mul_sub, mul_add, mul_smul_comm, mul_one, h.beta_sq]
    module
  -- z - H is inverted separately on the two energy branches
  have hres : (z • 1 - hamiltonian α β p m) * ((1 / (z - energy p m)) • posProj α β p m
      + (1 / (z + energy p m)) • negProj α β p m) = 1 := by
    calc _ = ((z - energy p m) * (1 / (z - energy p m))) • posProj α β p m
          + ((z + energy p m) * (1 / (z + energy p m))) • negProj α β p m := by
          simp only [sub_mul, mul_add, smul_mul_assoc, mul_smul_comm, one_mul, hHP, hHQ]
          module
      _ = 1 := by
          rw [mul_one_div_cancel d₁, mul_one_div_cancel d₂, one_smul, one_smul, hsum]
  have hr : (pslash α β p z - (m : ℂ) • 1) * (((1 / (z - energy p m)) • posProj α β p m
      + (1 / (z + energy p m)) • negProj α β p m) * β) = 1 := by
    rw [hfac, mul_assoc, ← mul_assoc (z • 1 - hamiltonian α β p m), hres, one_mul, h.beta_sq]
  exact ⟨⟨hP, hQ, hPQ, hsum⟩, ⟨⟨_, _, hr, mul_eq_one_comm.1 hr⟩, rfl⟩,
    Matrix.inv_eq_right_inv hr⟩
```

At $z=E$ the factorisation gives $(\not p-m)P=\beta(E-H)P=0$, so $\not p-m$ is singular whenever $P\neq0$. The same happens at $z=-E$ whenever $Q\neq0$. For the usual $4\times4$ matrices $H$ is traceless, so $P$ and $Q$ both have trace 2 and neither vanishes.

A case in one dimension can be checked directly. Take $\alpha=\sigma_x$, $\beta=\sigma_z$, $p=4$, $m=3$ and $z=7$. Then $E=5$ and

$$P=\begin{pmatrix}0.8&0.4\\0.4&0.2\end{pmatrix},\qquad Q=\begin{pmatrix}0.2&-0.4\\-0.4&0.8\end{pmatrix},\qquad \not p-m=\begin{pmatrix}4&-4\\4&-10\end{pmatrix}.$$

The formula gives

$$\left(\frac P2+\frac Q{12}\right)\beta=\frac1{12}\begin{pmatrix}5&-2\\2&-2\end{pmatrix},$$

and multiplying this by $\not p-m$ gives the identity.

## The matrices carried by the two energy terms

The Dirac algebra and $E>0$ also connect $P\beta$ and $Q\beta$ with $\not p+m$, the numerator in the familiar form $(\not p-m)^{-1}=(\not p+m)/(z^2-E^2)$ for $z\neq\pm E$. Moving $\beta$ to the right changes the sign of the kinetic term:

$$\not p+m=z\beta+\alpha\cdot p\,\beta+m\beta^2=(z+H)\beta .$$

At $z=E$ this is $2E\,P\beta$, and at $z=-E$ it is $-2E\,Q\beta$. Dividing by $\pm2E$ again requires $E\neq0$. The local identity `hfac` is the displayed factorisation, and the two cases follow by setting $z=\pm E$.

```lean
/-- The matrices `Pβ` and `Qβ` equal `(p̸ + m)/(2E)` at `z = E` and `-(p̸ + m)/(2E)` at
`z = -E`. -/
theorem projector_mul_beta (h : DiracRelations α β) (hE : 0 < energy p m) :
    posProj α β p m * β =
      (1 / (2 * (energy p m : ℂ))) • (pslash α β p (energy p m) + (m : ℂ) • 1) ∧
    negProj α β p m * β =
      (-(1 / (2 * (energy p m : ℂ)))) • (pslash α β p (-energy p m) + (m : ℂ) • 1) := by
  have hne : (energy p m : ℂ) ≠ 0 := by exact_mod_cast hE.ne'
  have c : 1 / (2 * (energy p m : ℂ)) * (energy p m : ℂ) = 1 / 2 := by field_simp
  -- p̸ + m = (z + H) β
  have hfac (z : ℂ) : pslash α β p z + (m : ℂ) • 1
      = (z • 1 + (energy p m : ℂ) • energySign α β p m) * β := by
    have hk : β * kinetic α p = ∑ k, (p k : ℂ) • (β * α k) := by
      simp only [kinetic, Finset.mul_sum, mul_smul_comm]
    rw [← (energySign_sq h hE).2, pslash, hamiltonian, ← hk]
    simp only [add_mul, smul_mul_assoc, one_mul, h.beta_sq, kinetic_mul_beta h]
    module
  constructor
  · rw [hfac, ← smul_mul_assoc, posProj, ← c]
    congr 1
    module
  · rw [hfac, ← smul_mul_assoc, negProj, ← c]
    congr 1
    module
```

Near $z=E$, the inverse formula gives

$$(z-E)(\not p-m)^{-1}=P\beta+\frac{z-E}{z+E}\,Q\beta\;\longrightarrow\;P\beta=\left.\frac{\not p+m}{2E}\right|_{z=E}.$$

In Lean, `𝓝[≠]` means that $z$ approaches $E$ without equalling it, which supplies `h₁`. Because $E>0$, the points $E$ and $-E$ are distinct, so $z\neq-E$ holds close enough to $E$ and supplies `h₂`. The proof shows that the coefficient of $Q\beta$ tends to zero, then replaces the explicit expression by the inverse on this punctured neighbourhood.

```lean
/-- As `z → E`, `(z - E)(p̸ - m)⁻¹` tends to `(p̸ + m)/(2E)` taken at `z = E`. -/
theorem propagator_residue (h : DiracRelations α β) (hE : 0 < energy p m) :
    Tendsto (fun z : ℂ => (z - energy p m) • (pslash α β p z - (m : ℂ) • 1)⁻¹)
      (𝓝[≠] (energy p m : ℂ))
      (𝓝 ((1 / (2 * (energy p m : ℂ))) •
        (pslash α β p (energy p m) + (m : ℂ) • 1))) := by
  rw [← (projector_mul_beta h hE).1]
  have hne : (energy p m : ℂ) + energy p m ≠ 0 := by
    exact_mod_cast (add_pos hE hE).ne'
  have hne' : (energy p m : ℂ) ≠ -energy p m := fun e => hne (add_eq_zero_iff_eq_neg.2 e)
  have hc : ContinuousAt (fun z : ℂ => (z - energy p m) / (z + energy p m))
      (energy p m : ℂ) := ContinuousAt.div (by fun_prop) (by fun_prop) hne
  have hs : Tendsto (fun z : ℂ => (z - energy p m) / (z + energy p m))
      (𝓝 (energy p m : ℂ)) (𝓝 0) := by
    simpa only [sub_self, zero_div] using hc.tendsto
  -- the negative-energy branch is regular at z = E and drops out
  have ht := (hs.smul_const (negProj α β p m * β)).const_add (posProj α β p m * β)
  rw [zero_smul, add_zero] at ht
  refine (ht.mono_left nhdsWithin_le_nhds).congr' ?_
  filter_upwards [self_mem_nhdsWithin, nhdsWithin_le_nhds (isOpen_ne.mem_nhds hne')]
    with z hz hz'
  rw [(propagator_eq h hE hz hz').2.2, add_mul, smul_mul_assoc, smul_mul_assoc, smul_add,
    smul_smul, smul_smul, mul_one_div_cancel (sub_ne_zero.2 hz), one_smul, mul_one_div]
```

The limit is stated for the positive-energy branch only. No $i\varepsilon$ prescription is chosen, and there is no transform to position space or external potential.

## The electron's four-component matrices

The standard representation in three dimensions satisfies `DiracRelations`, so the results apply to the usual free electron with $m>0$. The proof checks the relations entry by entry.

```lean
/-- The three `α` matrices in the standard representation. -/
def diracAlpha : Fin 3 → Matrix (Fin 4) (Fin 4) ℂ :=
  ![!![0, 0, 0, 1; 0, 0, 1, 0; 0, 1, 0, 0; 1, 0, 0, 0],
    !![0, 0, 0, -Complex.I; 0, 0, Complex.I, 0; 0, -Complex.I, 0, 0; Complex.I, 0, 0, 0],
    !![0, 0, 1, 0; 0, 0, 0, -1; 1, 0, 0, 0; 0, -1, 0, 0]]

/-- The matrix `β` in the standard representation. -/
def diracBeta : Matrix (Fin 4) (Fin 4) ℂ :=
  !![1, 0, 0, 0; 0, 1, 0, 0; 0, 0, -1, 0; 0, 0, 0, -1]

set_option maxHeartbeats 400000 in
/-- The standard 4×4 Dirac matrices satisfy the Dirac algebra. -/
theorem diracRelations_witness : DiracRelations diracAlpha diracBeta where
  alpha_alpha i j := by
    fin_cases i <;> fin_cases j <;> ext a b <;> fin_cases a <;> fin_cases b <;>
      simp [diracAlpha] <;> norm_num
  alpha_beta i := by
    fin_cases i <;> ext a b <;> fin_cases a <;> fin_cases b <;>
      simp [diracAlpha, diracBeta]
  beta_sq := by
    ext a b
    fin_cases a <;> fin_cases b <;>
      simp [diracBeta, Matrix.mul_apply, Fin.sum_univ_succ]

end

end DiracPropagator
```

```lean
#print axioms DiracPropagator.energy_pos
#print axioms DiracPropagator.propagator_eq
#print axioms DiracPropagator.propagator_residue
```

```
'DiracPropagator.energy_pos' depends on axioms: [propext, Classical.choice, Quot.sound]
'DiracPropagator.propagator_eq' depends on axioms: [propext, Classical.choice, Quot.sound]
'DiracPropagator.propagator_residue' depends on axioms: [propext, Classical.choice, Quot.sound]
```
